# The gradient field of an energy density f(n, |m|) exerts no torque on a nonzero magnetization m

At one point of space, with the density n held fixed, the energy density f(n, |m|) depends on the magnetization m, a real three-component vector, only through its length. The theorem assumes that m is nonzero and that f has slope `fs` in its second argument at |m|. It states that the gradient in m is then `fs` m/|m|, and that any field B which is the gradient at m satisfies m × B = 0. The attempt differentiates the length as the square root of |m|², applies the chain rule, and gets the zero torque from the uniqueness of the gradient and m × m = 0.

An attempt in Lean 4 with a fault in it:

```lean
import Mathlib

open Matrix

namespace NoncollinearGradientAndTorque

noncomputable section

/-- Magnetization vectors and magnetic fields at a point of space. -/
abbrev Vec := EuclideanSpace ℝ (Fin 3)

/-- The noncollinear energy density `f(n, |m|)`. -/
def noncollinearEnergy (f : ℝ → ℝ → ℝ) (n : ℝ) (m : Vec) : ℝ := f n ‖m‖

/-- The local torque `m × B` of a field `B` on the magnetization `m`. -/
def torque (m B : Vec) : Fin 3 → ℝ := crossProduct m.ofLp B.ofLp

/-- If `f(n, s)` has slope `fs` in `s` at `s = |m|` and `m` is nonzero, the gradient of
`f(n, |m|)` in `m` is `fs m / |m|`, and the local torque of the gradient field vanishes. -/
theorem noncollinear_gradient_and_torque (f : ℝ → ℝ → ℝ) (n fs : ℝ) (m : Vec) (hm : m ≠ 0)
    (hf : HasDerivAt (f n) fs ‖m‖) :
    HasGradientAt (noncollinearEnergy f n) ((fs / ‖m‖) • m) m ∧
      ∀ B, HasGradientAt (noncollinearEnergy f n) B m → torque m B = 0 := by
  -- the length is differentiable away from zero
  have h1 : HasFDerivAt (fun x : Vec => ‖x‖) ((1 / ‖m‖) • innerSL ℝ m) m := by
    have h := (hasStrictFDerivAt_norm_sq m).hasFDerivAt.sqrt
      (pow_ne_zero 2 (norm_ne_zero_iff.mpr hm))
    simp only [Real.sqrt_sq (norm_nonneg _)] at h
    convert h using 1
    module
  have hg : HasGradientAt (noncollinearEnergy f n) ((fs / ‖m‖) • m) m := by
    rw [hasGradientAt_iff_hasFDerivAt]
    convert hf.comp_hasFDerivAt m h1 using 1
    refine ContinuousLinearMap.ext fun v => ?_
    simp [inner_smul_left]
    ring
  refine ⟨hg, fun B hB => ?_⟩
  -- the field is parallel to the magnetization
  rw [hB.unique hg]
  simp [torque, cross_self]

end

end NoncollinearGradientAndTorque
```

Messages:

```
Main.lean:30:4: error: failed to synthesize
  AddCommMonoid (AddCommGroup Vec)

Hint: Additional diagnostic information may be available using the `set_option diagnostics true` command.
Main.lean:34:4: error: Type mismatch
  ContinuousLinearMap.ext fun v => ?m.493
has type
  ?m.490 = ?m.491
but is expected to have type
  Semiring.toModule = (NormedAlgebra.toNormedSpace ℝ).toModule
```

After these edits no error is left:

```diff
@@ -24,14 +24,17 @@
   -- the length is differentiable away from zero
   have h1 : HasFDerivAt (fun x : Vec => ‖x‖) ((1 / ‖m‖) • innerSL ℝ m) m := by
-    have h := (hasStrictFDerivAt_norm_sq m).hasFDerivAt.sqrt
-      (pow_ne_zero 2 (norm_ne_zero_iff.mpr hm))
+    have h : HasFDerivAt (fun x : Vec => √(‖x‖ ^ 2))
+        ((1 / (2 * √(‖m‖ ^ 2))) • ((2 : ℕ) • innerSL ℝ m)) m :=
+      (hasStrictFDerivAt_norm_sq m).hasFDerivAt.sqrt
+        (pow_ne_zero 2 (norm_ne_zero_iff.mpr hm))
     simp only [Real.sqrt_sq (norm_nonneg _)] at h
-    convert h using 1
+    refine h.congr_fderiv ?_
     module
   have hg : HasGradientAt (noncollinearEnergy f n) ((fs / ‖m‖) • m) m := by
     rw [hasGradientAt_iff_hasFDerivAt]
-    convert hf.comp_hasFDerivAt m h1 using 1
-    refine ContinuousLinearMap.ext fun v => ?_
-    simp [inner_smul_left]
+    have h2 : HasFDerivAt (noncollinearEnergy f n)
+        (fs • ((1 / ‖m‖) • innerSL ℝ m)) m := hf.comp_hasFDerivAt m h1
+    refine h2.congr_fderiv (ContinuousLinearMap.ext fun v => ?_)
+    simp
     ring
   refine ⟨hg, fun B hB => ?_⟩
```

What went wrong. Both errors come from `convert ... using 1`. A `HasFDerivAt` statement carries, besides the function and its derivative, the algebraic structures on the spaces involved, and `convert` left equations between those structures as goals. In the first case `module` met an equation between two terms of type `AddCommGroup Vec`, and so looked for an addition on that type, where there is none. In the second, `ContinuousLinearMap.ext`, which proves two continuous linear maps equal, was applied to an equation between two module structures.

The repair uses `congr_fderiv` instead, which asks only that the two derivatives be equal. That is a goal `module` and `ContinuousLinearMap.ext` can work on. The types now written out for `h` and `h2` state the function and derivative in the form wanted, and Lean accepts the old proof terms for them by unfolding definitions. In `h2` this includes reading the composition of `f n` with the norm as `noncollinearEnergy f n`. Dropping `inner_smul_left` from `simp` is tidying.
